# Gaussian limit of a multiplet from many small couplings to spin-1/2 neighbours

A spin weakly coupled to $n$ spin-1/2 neighbours gives one line for each of the $2^n$ neighbour configurations; lines can coincide, and $n$ equal nonzero couplings leave only $n+1$ distinct positions. It is tempting to replace the time-domain signal by a Gaussian whose width comes from the squared couplings. Done without an error estimate, this can fail outright: in the absence of relaxation, a single neighbour with coupling $J_0 > 0$ gives the signal $\cos(J_0 t/2)$, which vanishes at time $t = \pi/J_0$, while the Gaussian $e^{-J_0^2t^2/8}$ of equal initial curvature equals $e^{-\pi^2/8}$ there. The theorems below bound the error and give a condition under which it tends to zero along a sequence of coupling sets, for first-order multiplets with static, independent, equally populated neighbours.

## The model

```lean
import Mathlib

open Filter Topology Finset

namespace MultipletGaussianLimit

noncomputable section
```

The `open` line makes `Tendsto`, `atTop` and `𝓝`, used below for limits, available in short form.

```lean
/-- Spin projection `+1/2` or `-1/2` of one spin-1/2 neighbour. -/
def spinZ : Bool → ℝ
  | true => 1 / 2
  | false => -1 / 2
```

One neighbour is a `Bool`, and `spinZ` gives its projection $m = \pm\tfrac12$ in units of $\hbar$.

```lean
/-- Angular-frequency offset `∑ J_k m_k` of the line belonging to a neighbour configuration. -/
def linePos {n : ℕ} (J : Fin n → ℝ) (σ : Fin n → Bool) : ℝ :=
  ∑ k, J k * spinZ (σ k)
```

`Fin n` is the index set $k = 0, \dots, n-1$. A function `J : Fin n → ℝ` lists real couplings $J_k$ of either sign, and `σ : Fin n → Bool` is a configuration with projections $m_k(\sigma)$. Its line sits at the offset $\omega(\sigma) = \sum_k J_k m_k(\sigma)$ from the centre of the multiplet. This weak-coupling formula is a definition, not derived from a spin Hamiltonian.

```lean
/-- Time-domain signal: the phase factor `exp (i t offset)` averaged with equal weight over
all `2^n` neighbour configurations. -/
def fid {n : ℕ} (J : Fin n → ℝ) (t : ℝ) : ℂ :=
  (∑ σ : Fin n → Bool, Complex.exp (((t * linePos J σ : ℝ) : ℂ) * Complex.I)) / 2 ^ n
```

The free induction decay is
$$F(t) = 2^{-n} \sum_\sigma e^{\,i t\,\omega(\sigma)},$$
normalised to $F(0) = 1$. The equal weights stand for the high-temperature limit. Relaxation, strong coupling and neighbour dynamics are absent. Since the phase is $t\omega$, the $J_k$ are angular frequencies. Inserting couplings in hertz unconverted is a slip to watch for: with $J_k = 2\pi\nu_k$, where $\nu_k$ is in hertz, the factors below read $\cos(\pi\nu_k t)$.

```lean
/-- Gaussian decay `exp (-s t² / 8)` for a squared-coupling parameter `s`. -/
def gaussian (s t : ℝ) : ℝ := Real.exp (-(s * t ^ 2) / 8)
```

This is $G_s(t) = e^{-s t^2/8}$ for real $s$. With $s = \sum_k J_k^2$ the variance of the offsets is $s/4$, and $G_s$ is the transform of a Gaussian line of that variance.

## Factorisation

```lean
/-- The signal is the product of one factor `cos (J_k t / 2)` per neighbour. -/
theorem fid_eq_prod_cos {n : ℕ} (J : Fin n → ℝ) (t : ℝ) :
    fid J t = ((∏ k, Real.cos (J k * t / 2) : ℝ) : ℂ) := by
  -- the two orientations of one neighbour add up to twice a cosine
  have h1 : ∀ k, ∑ b : Bool, Complex.exp (((t * (J k * spinZ b) : ℝ) : ℂ) * Complex.I)
      = 2 * ((Real.cos (J k * t / 2) : ℝ) : ℂ) := by
    intro k
    rw [Fintype.sum_bool, Complex.ofReal_cos, Complex.two_cos]
    congr 2 <;> simp only [spinZ] <;> push_cast <;> ring
  have h2 : ∀ σ : Fin n → Bool, Complex.exp (((t * linePos J σ : ℝ) : ℂ) * Complex.I)
      = ∏ k, Complex.exp (((t * (J k * spinZ (σ k)) : ℝ) : ℂ) * Complex.I) := by
    intro σ
    rw [← Complex.exp_sum, linePos, Finset.mul_sum, Complex.ofReal_sum, Finset.sum_mul]
  -- the sum over configurations factorises over the neighbours
  have h3 : ∏ k, ∑ b : Bool, Complex.exp (((t * (J k * spinZ b) : ℝ) : ℂ) * Complex.I)
      = ∑ σ : Fin n → Bool,
        ∏ k, Complex.exp (((t * (J k * spinZ (σ k)) : ℝ) : ℂ) * Complex.I) := by
    rw [Finset.prod_univ_sum, Fintype.piFinset_univ]
  have h4 : (2 : ℂ) ^ n ≠ 0 := pow_ne_zero _ two_ne_zero
  rw [fid, Finset.sum_congr rfl (fun σ _ => h2 σ), ← h3,
    Finset.prod_congr rfl (fun k _ => h1 k), Finset.prod_mul_distrib, Finset.prod_const,
    Finset.card_univ, Fintype.card_fin, Complex.ofReal_prod, mul_div_cancel_left₀ _ h4]
```

The statement is $F(t) = \prod_k \cos(J_k t/2)$; the annotation `: ℂ` regards the real product as a complex number. By hand, the exponential of a sum is a product (`h2`), the sum over configurations of that product is a product of one-neighbour sums (`h3`), and each such sum is twice a cosine (`h1`):
$$\sum_\sigma \prod_k e^{\,i t J_k m_k(\sigma)} = \prod_k \left(e^{\,iJ_kt/2} + e^{-iJ_kt/2}\right) = 2^n \prod_k \cos\frac{J_k t}{2}.$$
The closing `rw` chains these and cancels $2^n$. For $n = 0$ both sides equal 1.

## Two estimates

```lean
/-- A single cosine factor differs from `exp (-x² / 2)` by at most `x⁴`. -/
theorem abs_cos_sub_exp_le (x : ℝ) : |Real.cos x - Real.exp (-x ^ 2 / 2)| ≤ x ^ 4 := by
  have h0 : 0 ≤ x ^ 4 := by positivity
  rcases le_total |x| 1 with h | h
  · -- both functions equal `1 - x²/2` up to fourth order
    have hx2 : x ^ 2 ≤ 1 := by nlinarith [sq_abs x, abs_nonneg x]
    have h4 : |x| ^ 4 = x ^ 4 := by
      calc |x| ^ 4 = (|x| ^ 2) ^ 2 := by ring
        _ = (x ^ 2) ^ 2 := by rw [sq_abs]
        _ = x ^ 4 := by ring
    have hc := abs_le.1 (Real.cos_bound h)
    rw [h4] at hc
    have he := abs_le.1 (Real.abs_exp_sub_one_sub_id_le (x := -x ^ 2 / 2)
      (by rw [abs_le]; constructor <;> nlinarith [sq_nonneg x]))
    rw [abs_le]
    constructor <;> nlinarith [hc.1, hc.2, he.1, he.2]
  · have hx2 : 1 ≤ x ^ 2 := by nlinarith [sq_abs x, abs_nonneg x]
    have hx4 : x ^ 2 ≤ x ^ 4 := by nlinarith
    have he : Real.exp (-x ^ 2 / 2) ≤ 1 := Real.exp_le_one_iff.2 (by linarith)
    have hc : 1 - x ^ 2 / 2 ≤ Real.cos x := Real.one_sub_sq_div_two_le_cos
    rw [abs_le]
    constructor <;> linarith [Real.exp_pos (-x ^ 2 / 2), Real.cos_le_one x]
```

For every real $x$, $|\cos x - e^{-x^2/2}| \le x^4$. The `rcases` line splits on $|x|$. For $|x| \le 1$, `Real.cos_bound` gives $|\cos x - (1 - x^2/2)| \le \tfrac{5}{96}x^4$ (`hc`). The bound $|e^y - 1 - y| \le y^2$ for $|y| \le 1$, at $y = -x^2/2$, gives $|e^{-x^2/2} - (1 - x^2/2)| \le x^4/4$ (`he`). The two errors add up to $\tfrac{29}{96}x^4 \le x^4$. For $|x| \ge 1$ one has $1 \le x^2 \le x^4$. Then $\cos x - e^{-x^2/2} < 1 \le x^4$, and from $\cos x \ge 1 - x^2/2$ and $e^{-x^2/2} \le 1$ follows $e^{-x^2/2} - \cos x \le x^2/2 \le x^4$.

```lean
/-- Two products of factors of modulus at most one differ by at most the sum of the
differences of the factors. -/
theorem abs_prod_sub_prod_le {ι : Type*} [DecidableEq ι] (s : Finset ι) (a b : ι → ℝ)
    (ha : ∀ k, |a k| ≤ 1) (hb : ∀ k, |b k| ≤ 1) :
    |∏ k ∈ s, a k - ∏ k ∈ s, b k| ≤ ∑ k ∈ s, |a k - b k| := by
  induction s using Finset.induction_on with
  | empty => simp
  | insert i s hi ih =>
    rw [Finset.prod_insert hi, Finset.prod_insert hi, Finset.sum_insert hi]
    have hQ : |∏ k ∈ s, b k| ≤ 1 := by
      rw [Finset.abs_prod]
      exact Finset.prod_le_one (fun k _ => abs_nonneg _) (fun k _ => hb k)
    have e : a i * ∏ k ∈ s, a k - b i * ∏ k ∈ s, b k
        = (a i - b i) * ∏ k ∈ s, b k + a i * (∏ k ∈ s, a k - ∏ k ∈ s, b k) := by ring
    rw [e]
    refine (abs_add_le _ _).trans ?_
    rw [abs_mul, abs_mul]
    have h1 := mul_le_mul_of_nonneg_left hQ (abs_nonneg (a i - b i))
    have h2 := mul_le_mul_of_nonneg_right (ha i) (abs_nonneg (∏ k ∈ s, a k - ∏ k ∈ s, b k))
    linarith
```

Here `s` is a finite index set, not the parameter of the Gaussian. If all $|a_k|, |b_k| \le 1$, then $|\prod_k a_k - \prod_k b_k| \le \sum_k |a_k - b_k|$. The induction adds one new index $i$ to a set whose products are $P = \prod_k a_k$ and $Q = \prod_k b_k$. The identity `e` is
$$a_i P - b_i Q = (a_i - b_i)\,Q + a_i\,(P - Q).$$
With $|Q| \le 1$ (`hQ`) and $|a_i| \le 1$, the modulus is at most $|a_i - b_i| + |P - Q|$, and `ih` bounds the last term. Without the modulus condition the claim fails: $a = (2,2)$ and $b = (1,1)$ give $3$ on the left and $2$ on the right.

## The error bound

```lean
/-- For arbitrary couplings the cosine product differs from the Gaussian with `s = ∑ J_k²`
by at most `(∑ J_k⁴) t⁴ / 16`. -/
theorem abs_prod_cos_sub_gaussian_le {n : ℕ} (J : Fin n → ℝ) (t : ℝ) :
    |∏ k, Real.cos (J k * t / 2) - gaussian (∑ k, J k ^ 2) t| ≤ (∑ k, J k ^ 4) * t ^ 4 / 16 := by
  have e : -((∑ k, J k ^ 2) * t ^ 2) / 8 = ∑ k, -(J k * t / 2) ^ 2 / 2 := by
    rw [show -((∑ k, J k ^ 2) * t ^ 2) / 8 = (∑ k, J k ^ 2) * (-(t ^ 2) / 8) by ring,
      Finset.sum_mul]
    exact Finset.sum_congr rfl fun k _ => by ring
  rw [gaussian, e, Real.exp_sum, Finset.sum_mul, Finset.sum_div]
  refine (abs_prod_sub_prod_le _ _ _ (fun k => Real.abs_cos_le_one _) (fun k => ?_)).trans
    (Finset.sum_le_sum fun k _ => (abs_cos_sub_exp_le _).trans (le_of_eq (by ring)))
  rw [abs_of_pos (Real.exp_pos _)]
  exact Real.exp_le_one_iff.2 (by nlinarith [sq_nonneg (J k * t / 2)])
```

For any couplings and any time,
$$\Big|\prod_k \cos\frac{J_k t}{2} - G_{\sum_k J_k^2}(t)\Big| \le \frac{t^4}{16}\sum_k J_k^4 .$$
Put $x_k = J_k t/2$. Then $-\tfrac{t^2}{8}\sum_k J_k^2 = \sum_k (-x_k^2/2)$, which is `e`, so the Gaussian is $\prod_k e^{-x_k^2/2}$ by `Real.exp_sum`. All factors have modulus at most one, so the two estimates bound the difference by $\sum_k x_k^4 = \sum_k J_k^4 t^4/16$.

```lean
/-- For `n > 0` equivalent neighbours with coupling `J / √n` the envelope differs from
`exp (-J² t² / 8)` by at most `J⁴ t⁴ / (16 n)`. -/
theorem abs_envelope_sub_gaussian_le (J t : ℝ) {n : ℕ} (hn : 0 < n) :
    |Real.cos (J * t / (2 * Real.sqrt n)) ^ n - gaussian (J ^ 2) t|
      ≤ J ^ 4 * t ^ 4 / (16 * n) := by
  have hn' : (0 : ℝ) < n := Nat.cast_pos.2 hn
  have h := abs_prod_cos_sub_gaussian_le (fun _ : Fin n => J / Real.sqrt n) t
  simp only [Finset.prod_const, Finset.sum_const, Finset.card_univ, Fintype.card_fin,
    nsmul_eq_mul] at h
  have e0 : (J / Real.sqrt n) ^ 2 = J ^ 2 / n := by rw [div_pow, Real.sq_sqrt hn'.le]
  have e1 : (n : ℝ) * (J / Real.sqrt n) ^ 2 = J ^ 2 := by rw [e0]; field_simp
  have e2 : (n : ℝ) * (J / Real.sqrt n) ^ 4 * t ^ 4 / 16 = J ^ 4 * t ^ 4 / (16 * n) := by
    rw [show (J / Real.sqrt n) ^ 4 = ((J / Real.sqrt n) ^ 2) ^ 2 by ring, e0]
    field_simp
  have e3 : J / Real.sqrt n * t / 2 = J * t / (2 * Real.sqrt n) := by ring
  rwa [e1, e2, e3] at h
```

Now `J` is one real number and all couplings equal $J/\sqrt n$. Then $\sum_k J_k^2 = J^2$ (`e1`) and $\sum_k J_k^4 = J^4/n$ (`e2`), so
$$\Big|\cos^n\frac{Jt}{2\sqrt n} - e^{-J^2t^2/8}\Big| \le \frac{J^4t^4}{16\,n}.$$
The hypothesis `hn : 0 < n` is needed: Lean sets a quotient by zero to zero, so at $n = 0$ the claim would be $|1 - e^{-J^2t^2/8}| \le 0$, false for $Jt \ne 0$.

In a simulation of this model the signal is evaluated as a product of $n$ cosines in place of a sum of $2^n$ phases, and comparing $t^4\sum_k J_k^4/16$ with a tolerance certifies the Gaussian up to time $t$. For $n = 100$ and $Jt = 2$ the bound is $0.01$ on a value $e^{-1/2}$. The bound is absolute, so it says little about the tail, where the Gaussian falls below it.

## The limits

```lean
/-- The envelope `cos (J t / (2 √n))^n` tends to `exp (-J² t² / 8)` as `n → ∞`. -/
theorem envelope_tendsto_gaussian (J t : ℝ) :
    Tendsto (fun n : ℕ => Real.cos (J * t / (2 * Real.sqrt n)) ^ n) atTop
      (𝓝 (gaussian (J ^ 2) t)) := by
  rw [tendsto_iff_norm_sub_tendsto_zero]
  refine squeeze_zero' (Eventually.of_forall fun n => norm_nonneg _) ?_
    (tendsto_const_div_atTop_nhds_zero_nat (J ^ 4 * t ^ 4 / 16))
  filter_upwards [eventually_gt_atTop 0] with n hn
  rw [Real.norm_eq_abs, div_div]
  exact abs_envelope_sub_gaussian_le J t hn
```

`Tendsto f atTop (𝓝 c)` reads $f(n) \to c$ as $n \to \infty$. For fixed real $J$ and $t$,
$$\cos^n\frac{Jt}{2\sqrt n} \to e^{-J^2t^2/8}.$$
The distance to the limit is squeezed between $0$ and $(J^4t^4/16)/n$. The upper bound is needed only from some $n$ on, and `filter_upwards` restricts attention to $n > 0$.

```lean
/-- The signal of `n` equivalent neighbours with coupling `J / √n` tends to
`exp (-J² t² / 8)` as `n → ∞`. -/
theorem fid_equivalent_tendsto_gaussian (J t : ℝ) :
    Tendsto (fun n : ℕ => fid (fun _ : Fin n => J / Real.sqrt n) t) atTop
      (𝓝 ((gaussian (J ^ 2) t : ℝ) : ℂ)) := by
  refine ((Complex.continuous_ofReal.tendsto _).comp (envelope_tendsto_gaussian J t)).congr ?_
  intro n
  have e3 : J / Real.sqrt n * t / 2 = J * t / (2 * Real.sqrt n) := by ring
  rw [fid_eq_prod_cos, Finset.prod_const, Finset.card_univ, Fintype.card_fin, e3]
  rfl
```

The same limit holds for the signal itself, because the factorisation turns `fid` with $n$ equal couplings into the cosine power. Since $F(t)$ is the characteristic function of the offsets, this is the central limit theorem for equal couplings in characteristic-function form. The step from there to the distribution of the lines in frequency, by Lévy's continuity theorem, is not carried out here.

```lean
/-- For a sequence of coupling sets with `∑ J² → s` and `∑ J⁴ → 0` the signal tends to
`exp (-s t² / 8)`. -/
theorem fid_tendsto_gaussian (N : ℕ → ℕ) (J : ∀ n, Fin (N n) → ℝ) (s t : ℝ)
    (h2 : Tendsto (fun n => ∑ k, J n k ^ 2) atTop (𝓝 s))
    (h4 : Tendsto (fun n => ∑ k, J n k ^ 4) atTop (𝓝 0)) :
    Tendsto (fun n => fid (J n) t) atTop (𝓝 ((gaussian s t : ℝ) : ℂ)) := by
  have hb : Tendsto (fun n => (∑ k, J n k ^ 4) * t ^ 4 / 16) atTop (𝓝 0) := by
    simpa using (h4.mul_const (t ^ 4)).div_const 16
  have hd : Tendsto (fun n => ∏ k, Real.cos (J n k * t / 2) - gaussian (∑ k, J n k ^ 2) t)
      atTop (𝓝 0) :=
    squeeze_zero_norm (fun n => abs_prod_cos_sub_gaussian_le (J n) t) hb
  have hc : Continuous fun u : ℝ => gaussian u t := by
    unfold gaussian
    fun_prop
  have hs := hd.add ((hc.tendsto s).comp h2)
  rw [zero_add] at hs
  refine ((Complex.continuous_ofReal.tendsto _).comp hs).congr fun n => ?_
  rw [fid_eq_prod_cos]
  simp only [Function.comp_apply, sub_add_cancel]
```

Here `n` labels a sequence of coupling sets; set $n$ has `N n` members $J_{n,k}$, written `J n k`. Let $S_n = \sum_k J_{n,k}^2$, and let $F_n$ be the signal of set $n$. If $S_n \to s$ (`h2`) and $\sum_k J_{n,k}^4 \to 0$ (`h4`), then $F_n(t) \to G_s(t)$. By hand,
$$F_n(t) = \big[F_n(t) - G_{S_n}(t)\big] + G_{S_n}(t).$$
The bracket tends to zero by the error bound (`hb`, `hd`), and the last term tends to $G_s(t)$ because $G_u(t)$ is continuous in $u$ (`hc`). The sum of the two limits is `hs`.

```lean
/-- If every coupling set contains one fixed coupling `J₀ ≠ 0`, the signal at `t = π / J₀`
does not tend to `exp (-s t² / 8)`, whatever `s` is. -/
theorem not_tendsto_gaussian_of_fixed_coupling (N : ℕ → ℕ) (J : ∀ n, Fin (N n) → ℝ)
    (k : ∀ n, Fin (N n)) (J₀ s : ℝ) (h0 : J₀ ≠ 0) (hk : ∀ n, J n (k n) = J₀) :
    ¬ Tendsto (fun n => fid (J n) (Real.pi / J₀)) atTop
      (𝓝 ((gaussian s (Real.pi / J₀) : ℝ) : ℂ)) := by
  intro h
  -- the factor of the fixed coupling is `cos (π / 2) = 0`
  have hz : ∀ n, fid (J n) (Real.pi / J₀) = 0 := by
    intro n
    rw [fid_eq_prod_cos, Finset.prod_eq_zero (Finset.mem_univ (k n)), Complex.ofReal_zero]
    rw [hk n, mul_div_cancel₀ _ h0, Real.cos_pi_div_two]
  have h' := tendsto_nhds_unique (h.congr hz) tendsto_const_nhds
  exact (Real.exp_pos _).ne' (Complex.ofReal_eq_zero.1 h')

end

end MultipletGaussianLimit
```

```lean
#print axioms MultipletGaussianLimit.fid_equivalent_tendsto_gaussian
#print axioms MultipletGaussianLimit.fid_tendsto_gaussian
#print axioms MultipletGaussianLimit.not_tendsto_gaussian_of_fixed_coupling
```

```
'MultipletGaussianLimit.fid_equivalent_tendsto_gaussian' depends on axioms: [propext, Classical.choice, Quot.sound]
'MultipletGaussianLimit.fid_tendsto_gaussian' depends on axioms: [propext, Classical.choice, Quot.sound]
'MultipletGaussianLimit.not_tendsto_gaussian_of_fixed_coupling' depends on axioms: [propext, Classical.choice, Quot.sound]
```

The function `k` picks from each set a neighbour whose coupling is the same $J_0 \ne 0$ (`hk`, `h0`). At $t = \pi/J_0$ its factor is $\cos(\pi/2) = 0$, so $F_n(\pi/J_0) = 0$ for every $n$ (`hz`). For $J_0 < 0$ this time is negative, but $F_n$ is even in $t$, so it vanishes at $\pi/|J_0|$ as well. A limit is unique, so convergence to $G_s(\pi/J_0)$ would force $G_s(\pi/J_0) = 0$, and an exponential is positive. The smallest case is $N_n = 1$ with the constant coupling $J_0$: `h2` holds with $s = J_0^2$, the sum in `h4` stays at $J_0^4$, and the conclusion of `fid_tendsto_gaussian` fails at $t = \pi/J_0$.
